# The diagonal-only Hubbard penalty of a Hermitian occupation matrix is least in its eigenbasis

The penalties below are to be compared in size, so they are defined as real numbers. To this end the occupation of an orbital is taken to be the real part of a diagonal entry of the occupation matrix. For a Hermitian matrix nothing is lost, since its diagonal is real anyway.

The setting is the Hubbard correction of DFT+U, which penalises fractional occupation of localised orbitals. A penalty built only from the diagonal of the occupation matrix may change when the orbitals are rotated among themselves. The problems below work out by how much, and how low it can go.

The orbitals are labelled by a finite set `ι`, which may be empty, and are taken to be orthonormal, so that a change of basis is a unitary matrix. The occupation matrix $n$ of one spin channel, in which a full orbital has occupation 1, is a fixed complex matrix over `ι`. Its response to the correction in a self-consistent calculation is not modelled, and neither is the Hubbard prefactor.

```lean
import Mathlib

open Matrix

namespace HubbardLeastPenalty

noncomputable section

variable {ι : Type*} [Fintype ι] [DecidableEq ι]
```

For a matrix $m$, write $p_i = \mathrm{Re}\, m_{ii}$ for the occupation of orbital $i$.

```lean
/-- The occupation of orbital `i`: the real part of the `i`-th diagonal entry of the
occupation matrix. -/
def occ (m : Matrix ι ι ℂ) (i : ι) : ℝ := (m i i).re
```

The diagonal-only penalty is $F(m) = \sum_i p_i(1 - p_i)$. An orbital that is exactly empty or exactly full contributes nothing.

```lean
/-- The diagonal-only penalty `∑ p_i (1 - p_i)`, where `p_i = Re m_ii` is the occupation of orbital
`i`. -/
def diagonalPenalty (m : Matrix ι ι ℂ) : ℝ := ∑ i, occ m i * (1 - occ m i)
```

The matrix penalty is $P(n) = \mathrm{Re}\,\mathrm{Tr}(n - n^2)$, which uses the off-diagonal entries as well.

```lean
/-- The matrix penalty: the real part of `Tr(n - n²)`. -/
def matrixPenalty (n : Matrix ι ι ℂ) : ℝ := (trace (n - n * n)).re
```

A unitary $W$ has the new orbitals as its columns, and in the new basis the occupation matrix is $W^* n W$, where the star denotes the conjugate transpose (`ᴴ` in Lean). The type `unitaryGroup ι ℂ` carries the unitarity of $W$ with it, so no separate hypothesis is needed.

```lean
/-- The occupation matrix `W* n W` in the orbital basis rotated by the unitary `W`. -/
def rotate (W : unitaryGroup ι ℂ) (n : Matrix ι ι ℂ) : Matrix ι ι ℂ :=
  (W : Matrix ι ι ℂ)ᴴ * n * (W : Matrix ι ι ℂ)
```

Finally, the coherence $C(m) = \sum_{i \ne j} |m_{ij}|^2$ measures the off-diagonal part. `Complex.normSq` is the squared modulus.

```lean
/-- The coherence between different orbitals: the sum of `|m_ij|²` over `i ≠ j`. -/
def coherence (m : Matrix ι ι ℂ) : ℝ :=
  ∑ i, ∑ j, if i = j then 0 else Complex.normSq (m i j)
```

## (a) The imaginary part of the trace

Show that for Hermitian $n$ the real part in the definition of $P$ discards nothing:
$$P(n) = \mathrm{Tr}(n - n^2).$$

Since $n^* = n$, also $(n - n^2)^* = n - n^2$. The trace of a conjugate transpose is the complex conjugate of the trace, so $\mathrm{Tr}(n - n^2)$ equals its own conjugate and is real.

In Lean, `Complex.conj_eq_iff_re` turns the claim into this equality with the conjugate, and the rewrites then carry out the argument above.

```lean
omit [DecidableEq ι] in
/-- For a Hermitian occupation matrix the trace `Tr(n - n²)` is real and equals the
matrix penalty. -/
theorem matrixPenalty_eq_trace {n : Matrix ι ι ℂ} (hn : n.IsHermitian) :
    (matrixPenalty n : ℂ) = trace (n - n * n) := by
  apply Complex.conj_eq_iff_re.1
  change star (trace (n - n * n)) = _
  rw [← trace_conjTranspose, conjTranspose_sub, conjTranspose_mul, hn.eq]
```

## (b) Total occupation under rotation

Show that for every matrix $n$, Hermitian or not, and every unitary $W$,
$$\mathrm{Tr}(W^* n W) = \mathrm{Tr}\, n.$$

The trace is cyclic and $W W^* = 1$, so $\mathrm{Tr}(W^* n W) = \mathrm{Tr}(W W^* n) = \mathrm{Tr}\, n$. The cyclic step is `trace_mul_cycle`, and `hW` is the unitarity relation.

```lean
/-- The trace of the matrix `n` is unchanged by every unitary rotation of the orbitals. -/
theorem trace_rotate (W : unitaryGroup ι ℂ) (n : Matrix ι ι ℂ) :
    trace (rotate W n) = trace n := by
  have hW : (W : Matrix ι ι ℂ) * (W : Matrix ι ι ℂ)ᴴ = 1 := mem_unitaryGroup_iff.1 W.2
  rw [rotate, trace_mul_cycle, hW, Matrix.one_mul]
```

## (c) Matrices without coherence

Show that the coherence detects every off-diagonal entry:
$$C(m) = 0 \iff m_{ij} = 0 \text{ for all } i \ne j.$$

All terms of $C(m)$ are non-negative, so the sum vanishes only if each $|m_{ij}|^2$ with $i \ne j$ vanishes, which means $m_{ij} = 0$. Conversely, if these entries are zero, so is every term.

The right-hand side is Mathlib's `IsDiag`. Because the coherence is a double sum, the proof applies `Finset.sum_eq_zero_iff_of_nonneg` twice, first to the sum over $i$ and then to the sum over $j$.

```lean
/-- The coherence vanishes exactly when the occupation matrix is diagonal. -/
theorem coherence_eq_zero_iff (m : Matrix ι ι ℂ) : coherence m = 0 ↔ m.IsDiag := by
  have hterm : ∀ i j, 0 ≤ if i = j then 0 else Complex.normSq (m i j) := by
    intro i j
    split_ifs
    · exact le_rfl
    · exact Complex.normSq_nonneg _
  unfold coherence
  constructor
  · intro h i j hij
    have h1 := (Finset.sum_eq_zero_iff_of_nonneg
      (fun i _ => Finset.sum_nonneg fun j _ => hterm i j)).1 h i (Finset.mem_univ i)
    have h2 := (Finset.sum_eq_zero_iff_of_nonneg
      (fun j _ => hterm i j)).1 h1 j (Finset.mem_univ j)
    simpa [hij] using h2
  · intro h
    refine Finset.sum_eq_zero fun i _ => Finset.sum_eq_zero fun j _ => ?_
    split_ifs with hij
    · rfl
    · have h0 : m i j = 0 := h hij
      rw [h0, Complex.normSq_zero]
```

## (d) The gap between the two penalties

Show that for Hermitian $m$
$$F(m) = P(m) + C(m).$$

Hermiticity gives $m_{ji} = \overline{m_{ij}}$, so
$$(m^2)_{ii} = \sum_j m_{ij} m_{ji} = \sum_j |m_{ij}|^2 .$$
The diagonal entries are real, hence $|m_{ii}|^2 = p_i^2$. Separating the term $j = i$,
$$P(m) = \sum_i \Big(p_i - p_i^2 - \sum_{j \ne i} |m_{ij}|^2\Big) = F(m) - C(m).$$

As an example, put one electron into the normalised orbital $(1,1)/\sqrt{2}$. All four entries of $m$ are then $1/2$. The matrix is a projector, so $P(m) = 0$, while $F(m) = 1/2$ and $C(m) = 1/2$. The diagonal-only penalty counts a fully occupied orbital as two half-filled ones.

In the proof, `hsq` is the formula for the diagonal of $m^2$, `hdiag` is the reality of the diagonal, and `hsplit` separates the term $j = i$. The final `ring` collects the terms for each $i$.

```lean
/-- For a Hermitian occupation matrix the diagonal-only penalty exceeds the matrix penalty
by exactly the coherence. -/
theorem diagonalPenalty_eq {m : Matrix ι ι ℂ} (hm : m.IsHermitian) :
    diagonalPenalty m = matrixPenalty m + coherence m := by
  -- the diagonal of `m²` collects the squared moduli of a row
  have hsq : ∀ i, ((m * m) i i).re = ∑ j, Complex.normSq (m i j) := by
    intro i
    rw [Matrix.mul_apply, Complex.re_sum]
    refine Finset.sum_congr rfl fun j _ => ?_
    rw [← hm.apply j i]
    simp [Complex.normSq_apply, Complex.mul_re]
  have hdiag : ∀ i, Complex.normSq (m i i) = (m i i).re ^ 2 := by
    intro i
    have h := congrArg Complex.im (hm.apply i i)
    rw [Complex.star_def, Complex.conj_im] at h
    have h0 : (m i i).im = 0 := by linarith
    rw [Complex.normSq_apply, h0]
    ring
  -- split each row into its diagonal and off-diagonal parts
  have hsplit : ∀ i, ∑ j, Complex.normSq (m i j) = Complex.normSq (m i i) +
      ∑ j, if i = j then 0 else Complex.normSq (m i j) := by
    intro i
    calc ∑ j, Complex.normSq (m i j)
        = ∑ j, ((if i = j then Complex.normSq (m i j) else 0) +
            (if i = j then 0 else Complex.normSq (m i j))) :=
          Finset.sum_congr rfl fun j _ => by split_ifs <;> simp
      _ = _ := by
          simp only [Finset.sum_add_distrib, Finset.sum_ite_eq, Finset.mem_univ, if_true]
  unfold diagonalPenalty matrixPenalty coherence occ
  rw [Matrix.trace, Complex.re_sum, ← Finset.sum_add_distrib]
  refine Finset.sum_congr rfl fun i _ => ?_
  rw [Matrix.diag_apply, Matrix.sub_apply, Complex.sub_re, hsq i, hsplit i, hdiag i]
  ring
```

## (e) The same gap in a rotated basis

Show that for Hermitian $n$ and unitary $W$
$$F(W^* n W) = P(n) + C(W^* n W).$$

Let $m = W^* n W$. It is Hermitian, because $m^* = W^* n^* W = m$. Its square is
$$m^2 = W^* n (W W^*) n W = W^* n^2 W .$$
By (b), applied to $n$ and to $n^2$, $\mathrm{Tr}(m - m^2) = \mathrm{Tr}(n - n^2)$, so $P(m) = P(n)$. Part (d) for $m$ gives the claim. All dependence on the basis now sits in the coherence.

The facts `hherm`, `hsq` and `hpen` are these three steps in the same order.

```lean
/-- For a Hermitian occupation matrix, the diagonal-only penalty in any rotated basis is the matrix
penalty of the original matrix plus the coherence of the rotated one. -/
theorem diagonalPenalty_rotate {n : Matrix ι ι ℂ} (hn : n.IsHermitian)
    (W : unitaryGroup ι ℂ) :
    diagonalPenalty (rotate W n) = matrixPenalty n + coherence (rotate W n) := by
  have hW : (W : Matrix ι ι ℂ) * (W : Matrix ι ι ℂ)ᴴ = 1 := mem_unitaryGroup_iff.1 W.2
  have hherm : (rotate W n).IsHermitian := by
    unfold Matrix.IsHermitian rotate
    simp only [conjTranspose_mul, conjTranspose_conjTranspose, hn.eq, Matrix.mul_assoc]
  have hsq : rotate W n * rotate W n = rotate W (n * n) := by
    unfold rotate
    calc _ = (W : Matrix ι ι ℂ)ᴴ * n * ((W : Matrix ι ι ℂ) * (W : Matrix ι ι ℂ)ᴴ) * n *
          (W : Matrix ι ι ℂ) := by simp only [Matrix.mul_assoc]
      _ = _ := by rw [hW, Matrix.mul_one]; simp only [Matrix.mul_assoc]
  have hpen : matrixPenalty (rotate W n) = matrixPenalty n := by
    unfold matrixPenalty
    rw [hsq, trace_sub, trace_sub, trace_rotate, trace_rotate]
  rw [diagonalPenalty_eq hherm, hpen]
```

## (f) Rotation to the eigenvectors

Let $U$ be the unitary matrix whose columns are orthonormal eigenvectors of the Hermitian matrix $n$, and let $\lambda_i$ be the eigenvalues. Show that
$$U^* n U = \mathrm{diag}(\lambda_i).$$

The spectral theorem gives $n = U D U^*$ with $D = \mathrm{diag}(\lambda_i)$. Multiplying by $U^*$ on the left and $U$ on the right leaves $(U^* U) D (U^* U) = D$.

```lean
/-- Rotating a Hermitian occupation matrix to its eigenvectors gives the diagonal matrix
of its eigenvalues. -/
theorem rotate_eigenvectors {n : Matrix ι ι ℂ} (hn : n.IsHermitian) :
    rotate hn.eigenvectorUnitary n = diagonal (fun i => (hn.eigenvalues i : ℂ)) := by
  have key : ∀ U D : Matrix ι ι ℂ, Uᴴ * U = 1 → n = U * D * Uᴴ → Uᴴ * n * U = D := by
    intro U D hU h
    calc Uᴴ * n * U = Uᴴ * (U * D * Uᴴ) * U := by rw [← h]
      _ = (Uᴴ * U) * D * (Uᴴ * U) := by simp only [Matrix.mul_assoc]
      _ = D := by rw [hU, Matrix.one_mul, Matrix.mul_one]
  exact key _ _ (mem_unitaryGroup_iff'.1 hn.eigenvectorUnitary.2) hn.spectral_theorem
```

Part (g) uses this result to show that the lower bound is attained and to express it through the eigenvalues. The proof rests on Mathlib's spectral theorem. From the proof `hn` that $n$ is Hermitian, Mathlib constructs `hn.eigenvectorUnitary`, which is already an element of the unitary group and can therefore serve as a $W$, and `hn.eigenvalues`, a real-valued function on `ι`. The theorem `hn.spectral_theorem` ties the two to $n$, but its wording differs from the product written above. The auxiliary statement `key` bridges the difference. It is proved for arbitrary matrices `U` and `D`, where the algebra is short, and `exact` then accepts the spectral theorem as its hypothesis because the two forms agree once definitions are unfolded.

## (g) The least value

Show that for Hermitian $n$ the minimum over all unitary $W$ exists, and that
$$\min_W F(W^* n W) = P(n) = \sum_i \lambda_i (1 - \lambda_i).$$

By (e), $F(W^* n W) - P(n) = C(W^* n W) \ge 0$, so $P(n)$ is a lower bound. For $W = U$ the rotated matrix is diagonal by (f), its coherence is zero by (c), and the bound is attained. There the occupations are the eigenvalues, so $P(n) = F(U^* n U) = \sum_i \lambda_i(1 - \lambda_i)$. By (a), this number is $\mathrm{Tr}(n - n^2)$ itself.

In the statement, `Set.range` collects the values of $F$ in all rotated bases, and `IsLeast` says that $P(n)$ belongs to this set and lies below all its members. The eigenvalues are not required to lie between 0 and 1, as physical occupations do, so the minimum may be negative.

For a fixed Hermitian occupation matrix, a DFT+U energy correction equal to $F$ times a positive prefactor is thus never below the correction given by $\mathrm{Tr}(n - n^2)$ times the same prefactor, which has the same value in every rotated basis.

The proof first shows in `hzero` that the coherence vanishes at $W = U$, and from this obtains `g`, the equality $F(U^* n U) = P(n)$. The fact `g` serves twice, as the witness that the value is attained and as the route to the eigenvalue sum. The lower bound is `hpos` combined with (e).

```lean
/-- For a Hermitian occupation matrix `n`, the least diagonal-only penalty over all unitary
rotations of the orbitals is the matrix penalty of `n`, and this equals the sum of `l (1 - l)` over
the eigenvalues `l` of `n`, counted with multiplicity. -/
theorem least_diagonalPenalty {n : Matrix ι ι ℂ} (hn : n.IsHermitian) :
    IsLeast (Set.range fun W : unitaryGroup ι ℂ => diagonalPenalty (rotate W n))
      (matrixPenalty n) ∧
    matrixPenalty n = ∑ i, hn.eigenvalues i * (1 - hn.eigenvalues i) := by
  -- the coherence vanishes in the eigenbasis
  have hzero : coherence (rotate hn.eigenvectorUnitary n) = 0 := by
    rw [rotate_eigenvectors hn]
    exact (coherence_eq_zero_iff _).2 (isDiag_diagonal _)
  have g := diagonalPenalty_rotate hn hn.eigenvectorUnitary
  rw [hzero, add_zero] at g
  refine ⟨⟨⟨hn.eigenvectorUnitary, g⟩, ?_⟩, ?_⟩
  · rintro _ ⟨W, rfl⟩
    have hpos : 0 ≤ coherence (rotate W n) := by
      refine Finset.sum_nonneg fun i _ => Finset.sum_nonneg fun j _ => ?_
      split_ifs
      · exact le_rfl
      · exact Complex.normSq_nonneg _
    change matrixPenalty n ≤ diagonalPenalty (rotate W n)
    rw [diagonalPenalty_rotate hn W]
    linarith
  · rw [← g, rotate_eigenvectors hn]
    simp [diagonalPenalty, occ]
```

## (h) Which bases attain it

Show that for Hermitian $n$ and unitary $W$
$$F(W^* n W) = P(n) \iff W^* n W \text{ is diagonal}.$$

By (e), the left-hand side holds exactly when $C(W^* n W) = 0$, and by (c) this means that $W^* n W$ is diagonal. Changing the phases or the order of the columns of a minimising $W$ gives a minimising matrix again. Even apart from this, the minimising basis need not be unique: eigenvectors with equal eigenvalues can be mixed by any unitary, and if $n$ is a multiple of the identity, every basis attains the minimum.

The single rewrite line follows the same route, with `add_eq_left` cancelling $P(n)$ from both sides.

```lean
/-- For a Hermitian occupation matrix `n`, the diagonal-only penalty of `W* n W` equals the matrix
penalty of `n` exactly when `W* n W` is diagonal. -/
theorem attains_least_iff {n : Matrix ι ι ℂ} (hn : n.IsHermitian) (W : unitaryGroup ι ℂ) :
    diagonalPenalty (rotate W n) = matrixPenalty n ↔ (rotate W n).IsDiag := by
  rw [diagonalPenalty_rotate hn W, add_eq_left, coherence_eq_zero_iff]
```

## (i) A ceiling in every basis

Let $N$ be the number of orbitals and $T = \mathrm{Re}\,\mathrm{Tr}\, n$. Show that for every matrix $n$ and every unitary $W$
$$N\, F(W^* n W) \le T (N - T).$$

Let $p_i$ be the occupations of $W^* n W$. By (b) they sum to $T$, so $F(W^* n W) = T - \sum_i p_i^2$. The Cauchy–Schwarz inequality gives $T^2 \le N \sum_i p_i^2$, and therefore
$$N\, F(W^* n W) = N T - N \sum_i p_i^2 \le N T - T^2 .$$

Hermiticity is not used, because only the real parts of the diagonal enter. The theorem gives a bound and does not say that some basis reaches it for a given $n$. In the example of (d), with $N = 2$ and $T = 1$, both sides equal 1.

Here `hT` is the sum of the occupations, `hexp` the expansion of $F$, and `sq_sum_le_card_mul_sum_sq` the Cauchy–Schwarz step. `nlinarith` does the closing algebra.

```lean
/-- With `N` orbitals and `T` the real part of the trace of `n`, `N` times the diagonal-only
penalty is at most `T (N - T)` in every rotated basis. -/
theorem diagonalPenalty_ceiling (n : Matrix ι ι ℂ) (W : unitaryGroup ι ℂ) :
    (Fintype.card ι : ℝ) * diagonalPenalty (rotate W n) ≤
      (trace n).re * (Fintype.card ι - (trace n).re) := by
  have hT : ∑ i, occ (rotate W n) i = (trace n).re := by
    rw [← trace_rotate W n, Matrix.trace, Complex.re_sum]
    rfl
  have hexp : diagonalPenalty (rotate W n) =
      ∑ i, occ (rotate W n) i - ∑ i, occ (rotate W n) i ^ 2 := by
    unfold diagonalPenalty
    rw [← Finset.sum_sub_distrib]
    exact Finset.sum_congr rfl fun i _ => by ring
  -- Cauchy-Schwarz for the orbital occupations
  have h := sq_sum_le_card_mul_sum_sq (s := Finset.univ) (f := occ (rotate W n))
  rw [hT, Finset.card_univ] at h
  rw [hexp, hT]
  nlinarith [h]

end

end HubbardLeastPenalty
```

```lean
#print axioms HubbardLeastPenalty.matrixPenalty_eq_trace
#print axioms HubbardLeastPenalty.least_diagonalPenalty
#print axioms HubbardLeastPenalty.attains_least_iff
#print axioms HubbardLeastPenalty.diagonalPenalty_ceiling
```

```
'HubbardLeastPenalty.matrixPenalty_eq_trace' depends on axioms: [propext, Classical.choice, Quot.sound]
'HubbardLeastPenalty.least_diagonalPenalty' depends on axioms: [propext, Classical.choice, Quot.sound]
'HubbardLeastPenalty.attains_least_iff' depends on axioms: [propext, Classical.choice, Quot.sound]
'HubbardLeastPenalty.diagonalPenalty_ceiling' depends on axioms: [propext, Classical.choice, Quot.sound]
```
